# A real symmetric tensor with the same value along every unit direction is a multiple of the identity

The theorem `form_const_iff` concerns a real symmetric matrix `M`, indexed by a finite type, and a real number `c`. It states that the quadratic form uᵀMu equals `c` for every vector `u` normalised by u·u = 1 exactly when M = c·1. Physically, a symmetric tensor whose value projected along a unit direction does not depend on that direction is isotropic, and conversely. The attempt rescales nonzero vectors to unit length to show that the form of N = M − c·1 vanishes on all vectors, and it checks entrywise that N is symmetric. It then evaluates the form on basis vectors and on their pairwise sums to conclude that every entry of N is zero.

Lean 4 with Mathlib refuses this proof:

```lean
import Mathlib

open Matrix Filter Topology

namespace LongWaveCoulomb

noncomputable section

variable {ι n : Type*} [Fintype ι] [Fintype n]

variable [DecidableEq n]

/-- A real symmetric tensor has `uᵀ M u = c` for every unit vector `u` iff `M = c 1`. -/
theorem form_const_iff (M : Matrix n n ℝ) (hM : M.IsSymm) (c : ℝ) :
    (∀ u : n → ℝ, u ⬝ᵥ u = 1 → u ⬝ᵥ M *ᵥ u = c) ↔ M = c • (1 : Matrix n n ℝ) := by
  have hs : ∀ x : n → ℝ, (c • (1 : Matrix n n ℝ)) *ᵥ x = c • x := fun x => by
    ext i
    simp [mulVec, dotProduct, one_apply]
  refine ⟨fun hc => ?_, fun h u hu => by rw [h, hs, dotProduct_smul, hu, smul_eq_mul, mul_one]⟩
  -- rescaling extends the identity from unit vectors to all vectors
  have hN : ∀ x : n → ℝ, x ⬝ᵥ (M - c • (1 : Matrix n n ℝ)) *ᵥ x = 0 := by
    intro x
    by_cases hx : x = 0
    · simp [hx]
    have hnn : 0 ≤ x ⬝ᵥ x := Finset.sum_nonneg fun i _ => mul_self_nonneg _
    have hne : x ⬝ᵥ x ≠ 0 := fun h => hx (dotProduct_self_eq_zero.mp h)
    obtain ⟨k, hk⟩ : ∃ k : ℝ, k * k * (x ⬝ᵥ x) = 1 := ⟨(Real.sqrt (x ⬝ᵥ x))⁻¹, by
      rw [← mul_inv, Real.mul_self_sqrt hnn, inv_mul_cancel₀ hne]⟩
    have h := hc (k • x) (by
      rw [smul_dotProduct, dotProduct_smul]
      simp only [smul_eq_mul]
      linear_combination hk)
    rw [mulVec_smul, smul_dotProduct, dotProduct_smul] at h
    rw [sub_mulVec, dotProduct_sub, hs, dotProduct_smul]
    simp only [smul_eq_mul] at h ⊢
    linear_combination (x ⬝ᵥ x) * h - (x ⬝ᵥ M *ᵥ x) * hk
  have hsym : ∀ i j, (M - c • (1 : Matrix n n ℝ)) i j = (M - c • (1 : Matrix n n ℝ)) j i := by
    intro i j
    by_cases h : i = j
    · rw [h]
    · simp only [sub_apply, smul_apply, one_apply_ne h, one_apply_ne (Ne.symm h)]
      rw [hM.apply i j]
  rw [← sub_eq_zero]
  generalize M - c • (1 : Matrix n n ℝ) = N at hN hsym ⊢
  -- polarisation with basis vectors
  have he : ∀ i j, (Pi.single i 1 : n → ℝ) ⬝ᵥ N *ᵥ (Pi.single j 1) = N i j := fun i j => by
    simp [dotProduct, mulVec, Pi.single_apply]
  ext i j
  have h := hN (Pi.single i 1 + Pi.single j 1)
  have hi := hN (Pi.single i 1)
  have hj := hN (Pi.single j 1)
  simp only [mulVec_add, add_dotProduct, dotProduct_add, he] at h hi hj
  have hij := hsym i j
  rw [zero_apply]
  linarith

end

end LongWaveCoulomb
```

Compiling this gives:

```
Main.lean:41:17: error: Ambiguous term
  sub_apply
Possible interpretations:
  _root_.sub_apply : ∀ (f g : ?m.446) (x : ?m.447), (f - g) x = f x - g x
  
  Matrix.sub_apply : ∀ (A B : Matrix ?m.446 ?m.447 ?m.448) (i : ?m.446) (j : ?m.447), (A - B) i j = A i j - B i j
Main.lean:41:28: error: Ambiguous term
  smul_apply
Possible interpretations:
  _root_.smul_apply : ∀ (f : ?m.447) (r : ?m.446) (x : ?m.448), (r • f) x = r • f x
  
  Matrix.smul_apply : ∀ (r : ?m.449) (A : Matrix ?m.446 ?m.447 ?m.448) (i : ?m.446) (j : ?m.447),
    (r • A) i j = r • A i j
Main.lean:41:6: error: `simp` made no progress
Main.lean:54:6: error: Ambiguous term
  zero_apply
Possible interpretations:
  _root_.zero_apply : ∀ (x : ?m.557), 0 x = 0
  
  Matrix.zero_apply : ∀ (i : ?m.556) (j : ?m.557), 0 i j = 0
Main.lean:15:80: error: unsolved goals
n : Type u_2
inst✝¹ : Fintype n
inst✝ : DecidableEq n
M : Matrix n n ℝ
hM : M.IsSymm
c : ℝ
hs : ∀ (x : n → ℝ), (c • 1) *ᵥ x = c • x
hc : ∀ (u : n → ℝ), u ⬝ᵥ u = 1 → u ⬝ᵥ M *ᵥ u = c
N : Matrix n n ℝ
hN : ∀ (x : n → ℝ), x ⬝ᵥ N *ᵥ x = 0
hsym : ∀ (i j : n), N i j = N j i
he : ∀ (i j : n), Pi.single i 1 ⬝ᵥ N *ᵥ Pi.single j 1 = N i j
i j : n
h : N i i + N j i + (N i j + N j j) = 0
hi : N i i = 0
hj : N j j = 0
hij : N i j = N j i
⊢ N i j = 0 i j
```

The file opens the namespace `Matrix`, so each of the short names `sub_apply`, `smul_apply` and `zero_apply` resolves to two declarations. One is a root-level lemma about evaluation at a single argument, such as `(f - g) x = f x - g x`; the other is the `Matrix` lemma about an entry `i j`. Lean lists both readings and reports "Ambiguous term" instead of choosing.

In the off-diagonal case of `hsym`, `simp only` thus lacks the rules that expand an entry of `M - c • 1`. The entries of `1` are never exposed, the two `one_apply_ne` facts match nothing, and `simp` makes no progress. At the end, `rw [zero_apply]` fails the same way, leaving `N i j = 0 i j` unsolved.

The diff writes `Matrix.sub_apply`, `Matrix.smul_apply` and `Matrix.zero_apply`, selecting the entrywise lemmas. `simp only` then reduces the off-diagonal entries of `1` to `0`, and `hM.apply i j` equates the remaining entries of `M`. The last goal becomes `N i j = 0`, which `linarith` derives from `h`, `hi`, `hj` and `hij`. Qualifying `one_apply_ne`, which drew no message, is mere tidying.

After these edits no error is left:

```diff
@@ -39,5 +39,6 @@
     by_cases h : i = j
     · rw [h]
-    · simp only [sub_apply, smul_apply, one_apply_ne h, one_apply_ne (Ne.symm h)]
+    · simp only [Matrix.sub_apply, Matrix.smul_apply, Matrix.one_apply_ne h,
+        Matrix.one_apply_ne (Ne.symm h)]
       rw [hM.apply i j]
   rw [← sub_eq_zero]
@@ -52,5 +53,5 @@
   simp only [mulVec_add, add_dotProduct, dotProduct_add, he] at h hi hj
   have hij := hsym i j
-  rw [zero_apply]
+  rw [Matrix.zero_apply]
   linarith
 
```
